# Every real symmetric matrix has a permuted L D Lᵀ factorization with diagonal blocks of size one or two

Take the matrix of two orbitals with zero on-site energy and unit coupling, with rows (0, 1) and (1, 0). Try to write it as L D Lᵀ, where L has rows (1, 0) and (ℓ, 1) and D = diag(d, e). The product has rows

(d, ℓd) and (ℓd, ℓ²d + e).

The first entry forces d = 0, and then the coupling ℓd is 0 instead of 1. Swapping the two orbitals returns the same matrix, so reordering doesn't help. If D may contain a block of size two, the difficulty disappears: L = I and D = A.

The same device works at every size. For every real symmetric n×n matrix A, singular or not, there are a permutation matrix P, a unit lower triangular L and a symmetric block-diagonal D with blocks of size one or two such that

P A Pᵀ = L D Lᵀ.

## Shifted Hamiltonians and DIIS equations

A Cholesky factorization A = L Lᵀ exists only for positive semidefinite matrices, and electronic-structure codes often have a symmetric matrix that isn't. One example is H − E I, with H a real symmetric Hamiltonian matrix in a finite orthonormal basis and E strictly between its lowest and highest eigenvalues. Another is the bordered matrix of the DIIS equations, which has a zero in its corner. With the factorization, a non-singular system is solved by two triangular solves and a set of independent systems of size at most two, with the right-hand side and the solution reordered by P and Pᵀ.

## Eliminating one or two indices at a time

**Choosing the pivot.** Let A be symmetric and non-zero. If some A_ii ≠ 0, take the pivot set p = {i} and the multipliers

C_ki = A_ki / A_ii.

If the whole diagonal vanishes, some coupling A_ij is non-zero. Take p = {i, j} and

C_ki = A_kj / A_ij, C_kj = A_ki / A_ij.

In both cases the multipliers reproduce the pivot columns: Σ_{m ∈ p} C_km A_ml = A_kl for every row k and every l in p. For the pair, with l = i, the sum is C_ki · 0 + C_kj A_ji = A_ki, and l = j is similar. On the pivot indices themselves, C is the identity.

**Subtracting its contribution.** Now let i and j be arbitrary indices, and define

A′_ij = A_ij − Σ_{k,l ∈ p} C_ik A_kl C_jl.

This is symmetric because A is. By the column identity, the double sum equals Σ_{l ∈ p} A_il C_jl. If i is in p, symmetry and the column identity turn this into A_ji = A_ij, so row i of A′ vanishes. If row i of A was already zero, it stays zero.

**Putting the factors together.** Suppose A′ = L′ D′ L′ᵀ, where D′ has zero rows and columns at the pivots. Replace the pivot columns of L′ by those of C, and insert the pivot block of A into D′. The new product is

Σ_{k,l ∈ p} C_ik A_kl C_jl + A′_ij = A_ij.

Call all indices active at the start, and remove the pivots from the active set after each step. The rows of removed indices are zero and stay zero, so later pivots, whose rows are non-zero, are always active. Each step removes at least one index, and the process stops when the remaining matrix is zero, where L = I and D = 0 suffice.

**Sorting.** Label each index by the stage at which it was eliminated. Indices still active when the remaining matrix is zero get later labels, a different one for each. Off the diagonal, L_ij can be non-zero only if i has a later label than j, and D couples only indices with the same label. Listing the indices by label therefore makes L lower triangular and the blocks of D consecutive.

**When D is purely diagonal.** If A has zero diagonal and D is diagonal, the diagonal entries of the factorization read

0 = D_ii + Σ_{k<i} L_ik² D_kk.

Working upwards from the first index, every D_ii vanishes. Hence D = 0 and A = 0. The failure in the two-orbital example thus occurs for every non-zero symmetric matrix with zero diagonal, under any ordering.

## The Lean file

```lean
import Mathlib

open Matrix

namespace SymmetricIndefiniteFactorization

variable {n : ℕ}

/-- The permutation matrix whose row `i` has its single entry one in column `σ i`. -/
def permMat (σ : Equiv.Perm (Fin n)) : Matrix (Fin n) (Fin n) ℝ :=
  Matrix.of fun i j => if σ i = j then 1 else 0

/-- Unit lower triangular: ones on the diagonal and zeros above it. -/
def IsUnitLower (L : Matrix (Fin n) (Fin n) ℝ) : Prop :=
  (∀ i, L i i = 1) ∧ ∀ i j, i < j → L i j = 0

/-- Block-diagonal with consecutive blocks of size one or two; `b i` labels the block of `i`. -/
def IsBlockDiag (D : Matrix (Fin n) (Fin n) ℝ) : Prop :=
  ∃ b : Fin n → ℕ, Monotone b ∧ (∀ k, (Finset.univ.filter fun i => b i = k).card ≤ 2) ∧
    ∀ i j, b i ≠ b j → D i j = 0

/-- A factorization `A = L D Lᵀ` with active indices `S` and stage labels `b`, where `L` has unit
diagonal, `D` is symmetric and at most two indices share a label. Off the diagonal, `L i j` can be
non-zero only if `i ∈ S` and `b j < b i`; `D i j` can be non-zero only if `i ∈ S` and `b i = b j`.
-/
structure IsStaged (A : Matrix (Fin n) (Fin n) ℝ) (S : Finset (Fin n)) (b : Fin n → ℕ)
    (L D : Matrix (Fin n) (Fin n) ℝ) : Prop where
  unit : ∀ i, L i i = 1
  lower : ∀ i j, i ≠ j → (i ∉ S ∨ b i ≤ b j) → L i j = 0
  symm : D.IsSymm
  block : ∀ i j, (i ∉ S ∨ b i ≠ b j) → D i j = 0
  size : ∀ k, (Finset.univ.filter fun i => b i = k).card ≤ 2
  factor : A = L * D * Lᵀ

/-- What is left of `A` after subtracting the contribution of the pivots `p` with
multipliers `C`. -/
def schur (A : Matrix (Fin n) (Fin n) ℝ) (C : Fin n → Fin n → ℝ) (p : Finset (Fin n)) :
    Matrix (Fin n) (Fin n) ℝ :=
  Matrix.of fun i j => A i j - ∑ k ∈ p, ∑ l ∈ p, C i k * A k l * C j l

/-- A non-zero symmetric matrix has one or two pivot indices, with non-zero rows, whose columns
are reproduced by multipliers that are trivial on the pivots and vanish on zero rows. -/
theorem exists_pivot {A : Matrix (Fin n) (Fin n) ℝ} (hA : A.IsSymm) (h0 : A ≠ 0) :
    ∃ p : Finset (Fin n), p.Nonempty ∧ p.card ≤ 2 ∧ ∃ C : Fin n → Fin n → ℝ,
      (∀ i, ∀ l ∈ p, ∑ k ∈ p, C i k * A k l = A i l) ∧
      (∀ i ∈ p, ∀ k ∈ p, C i k = if i = k then 1 else 0) ∧
      (∀ i, (∀ j, A i j = 0) → ∀ k, C i k = 0) ∧ ∀ i ∈ p, ∃ j, A i j ≠ 0 := by
  by_cases h1 : ∃ i, A i i ≠ 0
  · -- a non-zero diagonal entry is a pivot of size one
    obtain ⟨i, ha⟩ := h1
    refine ⟨{i}, by simp, by simp, fun k _ => A k i / A i i, ?_, ?_,
      fun k hk _ => by simp [hk], fun x hx => ⟨i, by rw [Finset.mem_singleton.mp hx]; exact ha⟩⟩
    · intro k l hl
      rw [Finset.mem_singleton.mp hl, Finset.sum_singleton]
      exact div_mul_cancel₀ _ ha
    · intro x hx y hy
      rw [Finset.mem_singleton.mp hx, Finset.mem_singleton.mp hy]
      simp [ha]
  · -- zero diagonal: a non-zero coupling gives a pivot of size two
    have hd : ∀ i, A i i = 0 := fun i => by_contra fun h => h1 ⟨i, h⟩
    have h2 : ∃ i j, A i j ≠ 0 := by
      by_contra h
      exact h0 (by ext i j; exact by_contra fun hh => h ⟨i, j, hh⟩)
    obtain ⟨i, j, ha⟩ := h2
    have hij : i ≠ j := fun h => ha (by rw [← h]; exact hd i)
    refine ⟨{i, j}, by simp, Finset.card_le_two,
      fun k m => if m = i then A k j / A i j else A k i / A i j, ?_, ?_,
      fun k hk m => by simp [hk], ?_⟩
    · intro k l hl
      simp only [Finset.sum_pair hij, hij.symm, ↓reduceIte]
      simp only [Finset.mem_insert, Finset.mem_singleton] at hl
      rcases hl with h | h
      · rw [h, hd i, hA.apply i j, mul_zero, zero_add, div_mul_cancel₀ _ ha]
      · rw [h, hd j, mul_zero, add_zero, div_mul_cancel₀ _ ha]
    · intro x hx y hy
      simp only [Finset.mem_insert, Finset.mem_singleton] at hx hy
      rcases hx with hx | hx <;> rcases hy with hy | hy <;>
        simp [hx, hy, ha, hd, hij, hij.symm, hA.apply i j]
    · intro x hx
      simp only [Finset.mem_insert, Finset.mem_singleton] at hx
      rcases hx with h | h
      · exact ⟨j, by rw [h]; exact ha⟩
      · exact ⟨i, by rw [h, hA.apply i j]; exact ha⟩

/-- If `A` is symmetric, then so is the remainder `schur A C p`, for any multipliers `C` and any
index set `p`. -/
theorem schur_isSymm {A : Matrix (Fin n) (Fin n) ℝ} (hA : A.IsSymm)
    (C : Fin n → Fin n → ℝ) (p : Finset (Fin n)) : (schur A C p).IsSymm := by
  refine Matrix.IsSymm.ext fun i j => ?_
  simp only [schur, Matrix.of_apply]
  rw [hA.apply i j, Finset.sum_comm]
  congr 1
  refine Finset.sum_congr rfl fun k _ => Finset.sum_congr rfl fun l _ => ?_
  rw [hA.apply k l]
  ring

/-- The entries of `L D Lᵀ` as double sums. -/
theorem ldl_apply (L D : Matrix (Fin n) (Fin n) ℝ) (i j : Fin n) :
    (L * D * Lᵀ) i j = ∑ k, ∑ l, L i k * D k l * L j l := by
  simp only [Matrix.mul_apply, Matrix.transpose_apply, Finset.sum_mul]
  rw [Finset.sum_comm]

/-- Every symmetric matrix whose rows outside `S` vanish has a staged factorization with active
indices `S`. -/
theorem exists_staged (S : Finset (Fin n)) : ∀ A : Matrix (Fin n) (Fin n) ℝ, A.IsSymm →
    (∀ i, i ∉ S → ∀ j, A i j = 0) → ∃ b L D, IsStaged A S b L D := by
  induction S using Finset.strongInduction with
  | H S ih =>
    intro A hA hS
    by_cases h0 : A = 0
    · exact ⟨Fin.val, 1, 0, fun i => Matrix.one_apply_eq i,
        fun i j h _ => Matrix.one_apply_ne h, Matrix.transpose_zero, fun _ _ _ => rfl,
        fun k => (Finset.card_le_one.mpr fun a ha c hc => Fin.ext
          ((Finset.mem_filter.mp ha).2.trans (Finset.mem_filter.mp hc).2.symm)).trans
          one_le_two, by simp [h0]⟩
    obtain ⟨p, hne, hp, C, hC, hδ, hz, hrow⟩ := exists_pivot hA h0
    have hpS : p ⊆ S := fun i hi => by_contra fun h =>
      (hrow i hi).elim fun j hj => hj (hS i h j)
    -- elimination clears the pivot rows and keeps zero rows zero
    have hs : ∀ i, i ∉ S \ p → ∀ j, schur A C p i j = 0 := by
      intro i hi j
      have e : ∑ k ∈ p, ∑ l ∈ p, C i k * A k l * C j l = ∑ l ∈ p, A i l * C j l := by
        rw [Finset.sum_comm]
        exact Finset.sum_congr rfl fun l hl => by rw [← Finset.sum_mul, hC i l hl]
      simp only [schur, Matrix.of_apply]
      rw [e]
      by_cases hip : i ∈ p
      · have e' : ∑ l ∈ p, A i l * C j l = A j i := by
          rw [← hC j i hip]
          exact Finset.sum_congr rfl fun l _ => by rw [hA.apply i l, mul_comm]
        rw [e', hA.apply i j, sub_self]
      · have hiS : i ∉ S := fun h => hi (Finset.mem_sdiff.mpr ⟨h, hip⟩)
        simp [hS i hiS]
    obtain ⟨b, L, D, h⟩ :=
      ih (S \ p) (Finset.sdiff_ssubset hpS hne) _ (schur_isSymm hA C p) hs
    have hout : ∀ k ∈ p, k ∉ S \ p := fun k hk h => (Finset.mem_sdiff.mp h).2 hk
    have hD : ∀ k ∈ p, ∀ l, D k l = 0 ∧ D l k = 0 := fun k hk l =>
      have e := h.block k l (Or.inl (hout k hk))
      ⟨e, (h.symm.apply k l).trans e⟩
    -- insert the multipliers into L and the pivot block into D
    refine ⟨fun i => if i ∈ p then 0 else b i + 1,
      Matrix.of fun i k => if k ∈ p then C i k else L i k,
      Matrix.of fun k l => if k ∈ p ∧ l ∈ p then A k l else D k l, ?_, ?_, ?_, ?_, ?_, ?_⟩
    · intro i
      by_cases hi : i ∈ p <;> simp [hi, hδ, h.unit]
    · intro i k hik hb
      by_cases hk : k ∈ p
      · by_cases hi : i ∈ p
        · simp [hk, hδ i hi k hk, hik]
        · have hiS : i ∉ S := by simpa [hi, hk] using hb
          simp [hk, hz i (hS i hiS)]
      · have e : L i k = 0 := by
          apply h.lower i k hik
          by_cases hi : i ∈ p
          · exact Or.inl (hout i hi)
          · rcases hb with hb | hb
            · exact Or.inl fun h' => hb (Finset.mem_sdiff.mp h').1
            · exact Or.inr (by simpa [hi, hk] using hb)
        simp [hk, e]
    · exact Matrix.IsSymm.ext fun k l => by
        by_cases hk : k ∈ p <;> by_cases hl : l ∈ p <;>
          simp [hk, hl, hA.apply k l, h.symm.apply k l]
    · intro k l hb
      by_cases hl : l ∈ p
      · by_cases hk : k ∈ p
        · exact absurd hb (by simp [hk, hl, hpS hk])
        · simp [hk, (hD l hl k).2]
      · have e : D k l = 0 := by
          by_cases hk : k ∈ p
          · exact (hD k hk l).1
          · apply h.block k l
            rcases hb with hb | hb
            · exact Or.inl fun h' => hb (Finset.mem_sdiff.mp h').1
            · exact Or.inr (by simpa [hk, hl] using hb)
        simp [hl, e]
    · intro k
      cases k with
      | zero =>
        refine (Finset.card_le_card fun x hx => ?_).trans hp
        by_contra hxp
        simp [hxp] at hx
      | succ m =>
        refine (Finset.card_le_card fun x hx => ?_).trans (h.size m)
        obtain ⟨-, hx2⟩ := Finset.mem_filter.mp hx
        by_cases hxp : x ∈ p
        · rw [if_pos hxp] at hx2
          omega
        · rw [if_neg hxp] at hx2
          exact Finset.mem_filter.mpr ⟨Finset.mem_univ x, by omega⟩
    · ext i j
      have hf := congrFun (congrFun h.factor i) j
      rw [ldl_apply] at hf ⊢
      simp only [schur, Matrix.of_apply] at hf ⊢
      have e : ∀ g : Fin n → ℝ, ∑ k ∈ p, g k = ∑ k, if k ∈ p then g k else 0 :=
        fun g => by simp
      rw [sub_eq_iff_eq_add'.mp hf, e, ← Finset.sum_add_distrib]
      refine Finset.sum_congr rfl fun k _ => ?_
      by_cases hk : k ∈ p
      · simp only [hk, true_and, ↓reduceIte, e, ← Finset.sum_add_distrib]
        refine Finset.sum_congr rfl fun l _ => ?_
        by_cases hl : l ∈ p <;> simp [hl, (hD k hk l).1]
      · simp only [hk, false_and, ↓reduceIte, zero_add]
        refine Finset.sum_congr rfl fun l _ => ?_
        by_cases hl : l ∈ p
        · simp [hl, (hD l hl k).2]
        · simp [hl]

/-- Conjugation by a permutation matrix relabels the rows and columns. -/
theorem permMat_conj (σ : Equiv.Perm (Fin n)) (A : Matrix (Fin n) (Fin n) ℝ) :
    permMat σ * A * (permMat σ)ᵀ = A.submatrix σ σ := by
  ext i j
  simp [permMat, Matrix.mul_apply]

/-- Symmetric indefinite factorization: every real symmetric matrix satisfies
`P A Pᵀ = L D Lᵀ` with a permutation matrix `P`, a unit lower triangular `L` and a symmetric
block-diagonal `D` with blocks of size one or two. -/
theorem exists_factorization (A : Matrix (Fin n) (Fin n) ℝ) (hA : A.IsSymm) :
    ∃ (σ : Equiv.Perm (Fin n)) (L D : Matrix (Fin n) (Fin n) ℝ),
      IsUnitLower L ∧ D.IsSymm ∧ IsBlockDiag D ∧
        permMat σ * A * (permMat σ)ᵀ = L * D * Lᵀ := by
  obtain ⟨b, L, D, h⟩ := exists_staged Finset.univ A hA
    (fun i hi => absurd (Finset.mem_univ i) hi)
  -- order the indices by their stage labels
  let σ := Tuple.sort b
  have hmono : Monotone (b ∘ σ) := Tuple.monotone_sort b
  refine ⟨σ, L.submatrix σ σ, D.submatrix σ σ, ⟨fun i => h.unit _, fun i j hij =>
    h.lower _ _ (σ.injective.ne hij.ne) (Or.inr (hmono hij.le))⟩, h.symm.submatrix σ,
    ⟨b ∘ σ, hmono, fun k => ?_, fun i j hij => h.block _ _ (Or.inr hij)⟩, ?_⟩
  · exact (Finset.card_le_card_of_injOn σ (fun i hi => by simpa using hi)
      σ.injective.injOn).trans (h.size k)
  · rw [permMat_conj, Matrix.transpose_submatrix, Matrix.submatrix_mul_equiv,
      Matrix.submatrix_mul_equiv, ← h.factor]

/-- If a matrix with zero diagonal has a factorization `P A Pᵀ = L D Lᵀ` with unit lower
triangular `L` and purely diagonal `D`, then it is the zero matrix. -/
theorem eq_zero_of_diagonal_middle {A L D : Matrix (Fin n) (Fin n) ℝ}
    {σ : Equiv.Perm (Fin n)} (hA : ∀ i, A i i = 0) (hL : IsUnitLower L) (hD : D.IsDiag)
    (h : permMat σ * A * (permMat σ)ᵀ = L * D * Lᵀ) : A = 0 := by
  rw [permMat_conj] at h
  have hoff : ∀ i j, i ≠ j → D i j = 0 := fun i j hij => hD hij
  -- the diagonal entries of D vanish one after the other
  have hdiag : ∀ i, D i i = 0 := by
    intro i
    induction i using WellFoundedLT.induction with
    | _ i ih =>
      have hk : ∀ k, k ≠ i → ∑ l, L i k * D k l * L i l = 0 := by
        intro k hki
        refine Finset.sum_eq_zero fun l _ => ?_
        by_cases hkl : k = l
        · rw [← hkl]
          rcases lt_or_gt_of_ne hki with hlt | hgt
          · rw [ih k hlt]; ring
          · rw [hL.2 i k hgt]; ring
        · rw [hoff k l hkl]; ring
      have hl : ∀ l, l ≠ i → L i i * D i l * L i l = 0 := by
        intro l hli
        rw [hoff i l hli.symm]; ring
      have hi := congrFun (congrFun h i) i
      rw [Matrix.submatrix_apply, hA, ldl_apply, Fintype.sum_eq_single i hk,
        Fintype.sum_eq_single i hl, hL.1, one_mul, mul_one] at hi
      exact hi.symm
  have hD0 : D = 0 := by
    ext i j
    by_cases hij : i = j
    · rw [← hij]; exact hdiag i
    · exact hoff i j hij
  ext i j
  have hij := congrFun (congrFun h (σ.symm i)) (σ.symm j)
  simpa [hD0] using hij

end SymmetricIndefiniteFactorization
```

```lean
#print axioms SymmetricIndefiniteFactorization.exists_factorization
#print axioms SymmetricIndefiniteFactorization.eq_zero_of_diagonal_middle
```

```
'SymmetricIndefiniteFactorization.exists_factorization' depends on axioms: [propext, Classical.choice, Quot.sound]
'SymmetricIndefiniteFactorization.eq_zero_of_diagonal_middle' depends on axioms: [propext, Classical.choice, Quot.sound]
```

## Reading the theorems and their proofs

In `exists_factorization`, `A` is a real matrix indexed by `Fin n`, and `A.IsSymm` is the only hypothesis. The case n = 0 is included. Row `i` of `permMat σ` has its one in column `σ i`, so entry (i, j) of P A Pᵀ is A at (σ i, σ j); some texts use the inverse convention. `IsBlockDiag` expresses the block structure by a non-decreasing label `b`, with at most two indices per label and zeros between different labels. A block may be singular.

`exists_pivot` makes the case distinction above, and `schur_isSymm` gives the symmetry of the remainder. The name `schur` differs from textbook use: the definition allows any multipliers, and with those of `exists_pivot` the matrix keeps its full size n×n, with zero rows and columns at the pivots, instead of shrinking.

`exists_staged` is the elimination itself, by strong induction on the active set `S`. Its record `IsStaged` carries the stage labels; each step gives the new pivots stage 0 and moves all other labels up by one. The last part of its proof compares the double sums supplied by `ldl_apply`. The main theorem then sorts with `Tuple.sort b`, and `permMat_conj` turns the relabelling into multiplication by P. The induction in `eq_zero_of_diagonal_middle` is the upward pass through the diagonal of D.

## Small pivots, rounding and symmetry

The theorem gives existence over the real numbers. The step from there to a running code is floating-point arithmetic, and the pivot rule used here is unsuitable for it: any non-zero diagonal entry is accepted, however small. For the matrix with rows (ε, 1) and (1, 0), pivoting on ε gives the multiplier 1/ε and the remainder −1/ε. Dense solvers such as LAPACK's Bunch–Kaufman routines compare magnitudes before they choose a pivot. The theorem contains no bound on the size of L or D and no operation count, and complex Hermitian matrices, as they arise at general k-points, would need a version with the conjugate transpose.

Symmetry of A is necessary. Let A have rows (0, 1) and (0, 0). Since D is symmetric, L D Lᵀ equals its own transpose, whereas P A Pᵀ doesn't for either ordering of the two indices. What fails is the symmetry of D: if D could be any block-diagonal matrix, L = I and D = A would factorize this example.
